# Octahedral characters: orthonormality and the series for the square of T2

The proper rotations of a cube form a group of 24 elements in five conjugacy classes. We number the classes \(c = 0,\dots,4\) and write \(s_c\) for their sizes. The irreducible characters \(\chi_0,\dots,\chi_4\) are A1, A2, E, T1, T2, in that order.

| | identity | \(C_3\) | \(C_2\) | \(C_4\) | \(C_2'\) |
|---|---|---|---|---|---|
| \(c\) | 0 | 1 | 2 | 3 | 4 |
| \(s_c\) | 1 | 8 | 3 | 6 | 6 |
| A1 | 1 | 1 | 1 | 1 | 1 |
| A2 | 1 | 1 | 1 | −1 | −1 |
| E | 2 | −1 | 2 | 0 | 0 |
| T1 | 3 | 0 | −1 | 1 | −1 |
| T2 | 3 | 0 | −1 | −1 | 1 |

Here \(C_2\) is a half-turn about a fourfold axis and \(C_2'\) a half-turn about a twofold axis. A class function assigns a number to each class. For real class functions \(f\) and \(g\), the class average of their product is

\[
\langle f,g\rangle=\frac1{24}\sum_{c=0}^{4}s_c\,f(c)\,g(c).
\]

No complex conjugation is needed because every entry of the table is real. The character of a tensor product is the pointwise product of the characters, so coupling two T2 systems leads to the function \(\mathrm{T2}^2\).

The claim is that \(\langle\chi_i,\chi_j\rangle=\delta_{ij}\), and that \(\mathrm{T2}^2=\sum_i n_i\chi_i\) holds exactly when \((n_0,\dots,n_4)=(1,0,1,1,1)\).

## Orthonormality and the reduction formula

The squared lengths, multiplied by 24, are

\[
\begin{aligned}
\text{A1, A2}:&\quad 1+8+3+6+6=24,\\
\text{E}:&\quad 4+8+12+0+0=24,\\
\text{T1, T2}:&\quad 9+0+3+6+6=24.
\end{aligned}
\]

The mixed products, also multiplied by 24, are

\[
\begin{aligned}
\text{A1·A2}:&\quad 1+8+3-6-6=0,\\
\text{A1·E, A2·E}:&\quad 2-8+6+0+0=0,\\
\text{A1·T1, A2·T2}:&\quad 3+0-3+6-6=0,\\
\text{A1·T2, A2·T1}:&\quad 3+0-3-6+6=0,\\
\text{E·T1, E·T2}:&\quad 6+0-6+0+0=0,\\
\text{T1·T2}:&\quad 9+0+3-6-6=0.
\end{aligned}
\]

The weights \(s_c\) matter. With equal weights, the average of A1·A2 over the five classes would be \((1+1+1-1-1)/5=1/5\), and orthogonality would fail.

Suppose now that \(f=\sum_i n_i\chi_i\). Averaging with \(\chi_j\) gives \(\langle\chi_j,f\rangle=\sum_i n_i\delta_{ji}=n_j\), so the coefficients are determined by \(f\).

For the converse, set \(U_{ic}=\sqrt{s_c/24}\,\chi_i(c)\). Row orthonormality says \(UU^{T}=1\). Since \(U\) is square, \(U^{T}U=1\) as well, which is the column relation

\[
\sum_i\chi_i(c)\chi_i(d)=\frac{24}{s_c}\,\delta_{cd}.
\]

Therefore, for any class function \(f\),

\[
\sum_i\langle\chi_i,f\rangle\chi_i(c)
=\sum_d\frac{s_d}{24}f(d)\sum_i\chi_i(d)\chi_i(c)=f(c).
\]

Every class function thus has exactly one expansion, with coefficients \(\langle\chi_i,f\rangle\).

## Two T2 systems, and T1 with T2

Squaring the last row of the table gives \(\mathrm{T2}^2=(9,0,1,1,1)\). Its coefficients are

\[
\begin{aligned}
n_0&=(9+0+3+6+6)/24=1,\\
n_1&=(9+0+3-6-6)/24=0,\\
n_2&=(18+0+6+0+0)/24=1,\\
n_3&=(27+0-3+6-6)/24=1,\\
n_4&=(27+0-3-6+6)/24=1.
\end{aligned}
\]

Hence \(\mathrm{T2}\otimes\mathrm{T2}=\mathrm{A1}+\mathrm{E}+\mathrm{T1}+\mathrm{T2}\), with dimensions \(9=1+2+3+3\).

The product space also splits under exchange of the two factors. If a rotation \(g\) has eigenvalues \(\lambda_a\) in a representation with character \(\chi\), its traces on the symmetric and antisymmetric parts are

\[
\sum_{a\le b}\lambda_a\lambda_b=\tfrac12\left[\chi(g)^2+\chi(g^2)\right],\qquad
\sum_{a<b}\lambda_a\lambda_b=\tfrac12\left[\chi(g)^2-\chi(g^2)\right].
\]

The square of a \(C_3\) rotation is again in the class \(C_3\), the square of a \(C_4\) rotation is a \(C_2\), and all other squares are the identity. So \(\mathrm{T2}(g^2)\) takes the values \((3,0,3,-1,3)\). The symmetric character is \((6,0,2,0,2)=\mathrm{A1}+\mathrm{E}+\mathrm{T2}\), and the antisymmetric one is \((3,0,-1,1,-1)=\mathrm{T1}\).

For two electrons in one \(t_2\) shell, with spin-orbit coupling neglected, the Pauli principle pairs the symmetric spatial part with the spin singlet and the antisymmetric part with the triplet. The terms are therefore \({}^1\mathrm{A}_1\), \({}^1\mathrm{E}\), \({}^1\mathrm{T}_2\) and \({}^3\mathrm{T}_1\); symmetry alone does not give their energies.

For T1 with T2 the product is \((9,0,1,-1,-1)\), and the coefficients are

\[
\begin{aligned}
n_0&=(9+0+3-6-6)/24=0,\\
n_1&=(9+0+3+6+6)/24=1,\\
n_2&=(18+0+6+0+0)/24=1,\\
n_3&=(27+0-3-6+6)/24=1,\\
n_4&=(27+0-3+6-6)/24=1.
\end{aligned}
\]

A2 has taken the place of A1, so a T1 and a T2 system cannot be coupled to an invariant. The same argument applied to E with T2 gives the product \((6,0,-2,0,0)\), which is \(\mathrm{T1}+\mathrm{T2}\).

## Rotations as permutations of the body diagonals

In Lean 4 with Mathlib:

```lean
import Mathlib

open Finset

namespace OctahedralCoupling
```

Each rotation of the cube permutes its four body diagonals, and distinct rotations give distinct permutations. There are 24 of both, so the rotation group can be represented by all permutations of four objects. This geometric identification is an input to the formal development.

```lean
/-- A rotation of the cube, recorded by how it permutes the four body diagonals. -/
abbrev Rotation := Equiv.Perm (Fin 4)
```

The class is read off from the permutation. A \(C_3\) rotation is a 3-cycle, and a \(C_4\) rotation is a 4-cycle. The two kinds of half-turn both square to the identity, but a \(C_2\) moves every diagonal while a \(C_2'\) leaves two in place.

```lean
/-- The class of a rotation, in the order identity, C3, C2 (about a fourfold axis), C4,
C2' (about a twofold axis). -/
def classOf (g : Rotation) : Fin 5 :=
  if g = 1 then 0
  else if g * g * g = 1 then 1
  else if g * g = 1 then (if ∀ k, g k ≠ k then 2 else 4)
  else 3
```

The sizes \(s_c\) and the effect of squaring are entered as tables, to be checked against the permutations below.

```lean
/-- The number of rotations in each class. -/
def classSize : Fin 5 → ℕ := ![1, 8, 3, 6, 6]

/-- The class that contains the square of a rotation of the given class. -/
def squareClass : Fin 5 → Fin 5 := ![0, 1, 0, 2, 0]
```

## The character table and its averages

The characters are functions from the five class labels to the rational numbers, which suffice for this table.

```lean
/-- The character A1. -/
def A1 : Fin 5 → ℚ := ![1, 1, 1, 1, 1]

/-- The character A2. -/
def A2 : Fin 5 → ℚ := ![1, 1, 1, -1, -1]

/-- The character E. -/
def E : Fin 5 → ℚ := ![2, -1, 2, 0, 0]

/-- The character T1. -/
def T1 : Fin 5 → ℚ := ![3, 0, -1, 1, -1]

/-- The character T2. -/
def T2 : Fin 5 → ℚ := ![3, 0, -1, -1, 1]
```

The function `irrep` collects them, so that `irrep i c` is \(\chi_i(c)\).

```lean
/-- The character table, with rows A1, A2, E, T1, T2. -/
def irrep : Fin 5 → Fin 5 → ℚ := ![A1, A2, E, T1, T2]
```

The next two definitions are \(\langle f,g\rangle\) and the coefficient \(\langle\chi_i,f\rangle\). A multiplicity is a rational number by definition; that it comes out as a non-negative integer for a product character is a result of the calculation.

```lean
/-- The average of the product of two real class functions over the 24 rotations. -/
def classAverage (f g : Fin 5 → ℚ) : ℚ :=
  (∑ c, (classSize c : ℚ) * f c * g c) / 24

/-- The reduction formula: the class average of a function with the `i`-th character. -/
def multiplicity (f : Fin 5 → ℚ) (i : Fin 5) : ℚ := classAverage (irrep i) f
```

The two exchange characters follow the trace formulas above, with \(\chi(g^2)\) written as `χ (squareClass c)`.

```lean
/-- The character of the symmetric part of the product of a representation with itself. -/
def symSquare (χ : Fin 5 → ℚ) (c : Fin 5) : ℚ := (χ c * χ c + χ (squareClass c)) / 2

/-- The character of the antisymmetric part of the product of a representation with itself. -/
def antiSquare (χ : Fin 5 → ℚ) (c : Fin 5) : ℚ := (χ c * χ c - χ (squareClass c)) / 2
```

## Checking the classes against the group

The first theorem says that two permutations \(g\) and \(h\) are conjugate exactly when `classOf` gives them the same label. The equation `k * g = h * k` is \(h=kgk^{-1}\) without the inverse. Since the group is finite, `decide +kernel` settles the statement by evaluating it for all pairs.

```lean
/-- Two rotations are conjugate exactly when they have the same class label. -/
theorem conjugate_iff_classOf_eq :
    ∀ g h : Rotation, (∃ k : Rotation, k * g = h * k) ↔ classOf g = classOf h := by
  decide +kernel
```

The second theorem has three parts, each verified by the same kind of evaluation: the class sizes are 1, 8, 3, 6, 6; squaring acts on classes as tabulated; and T2 is the number of fixed diagonals minus one. The last part ties T2 to a concrete representation, namely the permutation representation on the four diagonals with its invariant sum removed.

```lean
/-- The classes have the listed sizes, squaring a rotation moves it between classes as listed,
and the T2 character is the number of body diagonals left in place, minus one. -/
theorem class_data :
    (∀ c, (univ.filter (fun g : Rotation => classOf g = c)).card = classSize c) ∧
    (∀ g : Rotation, classOf (g * g) = squareClass (classOf g)) ∧
    (∀ g : Rotation,
      T2 (classOf g) = ((univ.filter (fun k : Fin 4 => g k = k)).card : ℚ) - 1) := by
  refine ⟨?_, ?_, ?_⟩ <;> decide +kernel
```

The other four rows are not derived from matrices in the file. Representations, their irreducibility and the rule that tensor products multiply characters belong to the physical reading; the theorems concern the class functions themselves.

## Rows, columns and unique expansions

Row orthonormality is the first half of the claim. Its 25 cases are the sums worked out above, evaluated in exact rational arithmetic.

```lean
/-- The five octahedral characters are orthonormal under the class average. -/
theorem irrep_orthonormal :
    ∀ i j, classAverage (irrep i) (irrep j) = if i = j then 1 else 0 := by
  decide +kernel
```

The column relation is checked directly, without the matrix \(U\).

```lean
/-- The columns of the character table are orthogonal, and the squared length of a column is
the group order divided by the class size. -/
theorem column_orthogonality :
    ∀ c d, ∑ i, irrep i c * irrep i d = if c = d then 24 / (classSize c : ℚ) else 0 := by
  decide +kernel
```

The next theorem is the reduction formula for an arbitrary rational class function `f`. The left side says that `f` is the combination with coefficients `n`, and the right side says that `n` is the list of multiplicities. The coefficients may be any rational numbers, so uniqueness also excludes fractional and negative alternatives.

In the forward direction, `rintro rfl` replaces `f` by the combination, and `fin_cases i` selects the character with which to average. In the reverse direction, `n` is replaced by the multiplicities and `fin_cases c` selects the class at which the two sides are compared. In both, `simp` inserts the table and writes out the sums, leaving a linear identity for `linarith`. The proof thus repeats the content of the row and column relations explicitly and does not cite the two preceding theorems.

```lean
/-- A class function is a given combination of the five characters exactly when the
coefficients are those of the reduction formula. -/
theorem series_iff (f n : Fin 5 → ℚ) :
    (f = fun c => ∑ i, n i * irrep i c) ↔ n = multiplicity f := by
  constructor
  · -- uniqueness: averaging with one character picks out its coefficient
    rintro rfl
    funext i
    fin_cases i <;>
      simp [multiplicity, classAverage, irrep, A1, A2, E, T1, T2, classSize,
        Fin.sum_univ_five] <;> linarith
  · -- completeness: the characters span all class functions
    rintro rfl
    funext c
    fin_cases c <;>
      simp [multiplicity, classAverage, irrep, A1, A2, E, T1, T2, classSize,
        Fin.sum_univ_five] <;> linarith
```

## The coupling series

The second half of the claim now takes two steps. The auxiliary statement `h` evaluates the five multiplicities of `T2 * T2`, the pointwise product, and `series_iff` turns them into the only possible coefficients.

```lean
/-- The Clebsch-Gordan series of T2 with itself: the product character is a combination of
A1, A2, E, T1, T2 exactly when the coefficients are 1, 0, 1, 1, 1. -/
theorem T2_mul_T2_series (n : Fin 5 → ℚ) :
    (T2 * T2 = fun c => ∑ i, n i * irrep i c) ↔ n = ![1, 0, 1, 1, 1] := by
  have h : multiplicity (T2 * T2) = ![1, 0, 1, 1, 1] := by decide +kernel
  rw [series_iff, h]
```

The splitting under exchange is an equality of functions on five classes, checked entry by entry.

```lean
/-- The symmetric part of T2 with itself has character A1 + E + T2, and the antisymmetric
part has character T1. -/
theorem T2_square_by_symmetry :
    symSquare T2 = A1 + E + T2 ∧ antiSquare T2 = T1 := by
  constructor <;> decide +kernel
```

The series for T1 with T2 has the same proof, with the new product inserted.

```lean
/-- The Clebsch-Gordan series of T1 with T2: the product character is a combination of
A1, A2, E, T1, T2 exactly when the coefficients are 0, 1, 1, 1, 1. -/
theorem T1_mul_T2_series (n : Fin 5 → ℚ) :
    (T1 * T2 = fun c => ∑ i, n i * irrep i c) ↔ n = ![0, 1, 1, 1, 1] := by
  have h : multiplicity (T1 * T2) = ![0, 1, 1, 1, 1] := by decide +kernel
  rw [series_iff, h]

end OctahedralCoupling
```

```lean
#print axioms OctahedralCoupling.column_orthogonality
#print axioms OctahedralCoupling.T2_mul_T2_series
#print axioms OctahedralCoupling.T2_square_by_symmetry
#print axioms OctahedralCoupling.T1_mul_T2_series
```

```
'OctahedralCoupling.column_orthogonality' depends on axioms: [propext, Classical.choice, Quot.sound]
'OctahedralCoupling.T2_mul_T2_series' depends on axioms: [propext, Classical.choice, Quot.sound]
'OctahedralCoupling.T2_square_by_symmetry' depends on axioms: [propext, Classical.choice, Quot.sound]
'OctahedralCoupling.T1_mul_T2_series' depends on axioms: [propext, Classical.choice, Quot.sound]
```
